# Quadratic Coupling Scaling and the Virial Relation for the Pekar Functional

To tabulate the Pekar energy of a polaron at several couplings \(\alpha>0\), one can minimize the functional numerically at \(\alpha=1\) and multiply the energy by \(\alpha^2\). If a minimizing wave function exists at \(\alpha=1\), a change of length scale turns it into one at coupling \(\alpha\). Any minimizer also satisfies \(2T=\alpha W\), where \(T\) is the kinetic integral and \(W\) the Coulomb self-energy defined below, so a violation beyond numerical error shows that a computed orbital is not a minimizer. Agreement alone does not prove convergence, because any trial orbital can be rescaled to satisfy the relation. These rules hold for a single electron in a classical, continuous polarization field, the strong-coupling picture of the Fröhlich polaron; they are not laws for the Fröhlich Hamiltonian with quantized phonons at general coupling.

## Energies under a change of length scale

For a normalized wave function \(\psi:\mathbb R^3\to\mathbb C\), let

\[
T[\psi]=\int \sum_{i=0}^{2}|\partial_i\psi(x)|^2\,dx,\qquad
W[\psi]=\iint \frac{|\psi(x)|^2|\psi(y)|^2}{|x-y|}\,dx\,dy .
\]

The energy is \(\mathcal E_\alpha[\psi]=T[\psi]-\alpha W[\psi]\), and \(E(\alpha)\) is its infimum. The constant \(\alpha\) measures how strongly the electron is attracted to the lattice polarization that it induces itself.

For \(s>0\), define the dilated state \(\psi_s(x)=s^{3/2}\psi(sx)\). Then

\[
|\psi_s(x)|^2=s^3|\psi(sx)|^2,\qquad
|\partial_i\psi_s(x)|^2=s^5|(\partial_i\psi)(sx)|^2 .
\]

In the Coulomb integrand the two densities give \(s^6\), and \(1/|x-y|=s/|sx-sy|\) gives one more power:

\[
\frac{|\psi_s(x)|^2|\psi_s(y)|^2}{|x-y|}
=s^7\,\frac{|\psi(sx)|^2|\psi(sy)|^2}{|sx-sy|}.
\]

Substituting \(u=sx\) contributes \(s^{-3}\) to an integral over space, and scaling both points contributes \(s^{-6}\) to an integral over pairs. The norm is therefore unchanged, and

\[
T[\psi_s]=s^2T[\psi],\qquad W[\psi_s]=s\,W[\psi].
\]

Now take two couplings \(a,b>0\) and dilate by \(s=a/b\):

\[
\mathcal E_a[\psi_{a/b}]
=\frac{a^2}{b^2}T[\psi]-a\,\frac ab\,W[\psi]
=\frac{a^2}{b^2}\,\mathcal E_b[\psi].
\]

Since \(E(a)\le\mathcal E_a[\psi_{a/b}]\), it follows that \((b/a)^2E(a)\le\mathcal E_b[\psi]\) for every \(\psi\), hence \((b/a)^2E(a)\le E(b)\). The choice \((a,b)=(\alpha,1)\) gives \(E(\alpha)\le\alpha^2E(1)\), and \((a,b)=(1,\alpha)\) gives the reverse inequality. Thus

\[
E(\alpha)=\alpha^2E(1).
\]

If \(\psi\) is a minimizer at unit coupling and \(\varphi\) is any competitor at coupling \(\alpha\), then

\[
\mathcal E_\alpha[\psi_\alpha]=\alpha^2\mathcal E_1[\psi]
\le\alpha^2\mathcal E_1[\varphi_{1/\alpha}]=\mathcal E_\alpha[\varphi],
\]

so \(\psi_\alpha\) is a minimizer at coupling \(\alpha\).

Finally, let \(\psi\) be a minimizer at coupling \(\alpha\). The function \(f(s)=s^2T[\psi]-\alpha sW[\psi]\) is the energy of \(\psi_s\), so on \(s>0\) it is lowest at \(s=1\). Hence \(0=f'(1)=2T[\psi]-\alpha W[\psi]\).

## Wave functions, integrals and the infimum in Lean

```lean
import Mathlib

open MeasureTheory

namespace PekarPolaron

noncomputable section
```

Space is Euclidean \(\mathbb R^3\). The instance `pairHaar` supplies the translation invariance that the change of variables on pairs of points requires.

```lean
/-- Physical space, three-dimensional and Euclidean. -/
abbrev Space := EuclideanSpace ℝ (Fin 3)

/-- Lebesgue measure on pairs of points is translation invariant. -/
instance pairHaar : (volume : Measure (Space × Space)).IsAddHaarMeasure := by
  rw [Measure.volume_eq_prod]
  infer_instance
```

The next definitions transcribe the dilation and the two integrands. In `gradSq`, the real derivative `fderiv ℝ ψ x` is applied to each Cartesian unit vector, which gives \(\partial_i\psi(x)\). In `coulombDensity`, the pair `p` holds the points \(x\) and \(y\).

```lean
/-- The dilated wave function `s^(3/2) ψ(s x)`, for a scale `s > 0`. -/
def dilate (s : ℝ) (ψ : Space → ℂ) : Space → ℂ :=
  fun x => (s ^ (3 / 2 : ℝ)) • ψ (s • x)

/-- The squared gradient `|∇ψ|²`, summed over the three Cartesian directions. -/
def gradSq (ψ : Space → ℂ) (x : Space) : ℝ :=
  ∑ i : Fin 3, ‖fderiv ℝ ψ x (EuclideanSpace.single i 1)‖ ^ 2

/-- The Coulomb integrand `|ψ(x)|² |ψ(y)|² / |x - y|`, for distinct points `x ≠ y`. -/
def coulombDensity (ψ : Space → ℂ) (p : Space × Space) : ℝ :=
  ‖ψ p.1‖ ^ 2 * ‖ψ p.2‖ ^ 2 / ‖p.1 - p.2‖
```

The units are fixed here: neither \(T\) nor \(W\) carries a factor \(1/2\), so values of \(\alpha\) and of the energy from another convention must be converted first.

```lean
/-- The kinetic integral `T`. -/
def kinetic (ψ : Space → ℂ) : ℝ := ∫ x, gradSq ψ x

/-- The Coulomb self-energy `W`. -/
def coulomb (ψ : Space → ℂ) : ℝ := ∫ p, coulombDensity ψ p

/-- The Pekar functional `T - α W` at coupling `α`. -/
def energy (α : ℝ) (ψ : Space → ℂ) : ℝ := kinetic ψ - α * coulomb ψ
```

Admissible states are continuously differentiable and normalized, with both energy integrands integrable. Integrability is required explicitly because Lean assigns the value zero to the integral of a non-integrable function. The class is smaller than the Sobolev space \(H^1\) often used for this functional.

```lean
/-- Normalized C¹ wave functions with finite kinetic integral and finite self-energy. -/
structure Admissible (ψ : Space → ℂ) : Prop where
  smooth : ContDiff ℝ 1 ψ
  normalized : ∫ x, ‖ψ x‖ ^ 2 = 1
  finite_kinetic : Integrable (gradSq ψ)
  finite_coulomb : Integrable (coulombDensity ψ)
```

The infimum is an extended real number, so it is meaningful even for a set of energies unbounded below. The scaling law accordingly does not include a proof that \(E(1)\) is finite. `IsMinimizer` describes a state that attains the lowest energy; that such a state exists is not proved here.

```lean
/-- The infimum of the Pekar functional over admissible states, as an extended real number. -/
def groundEnergy (α : ℝ) : EReal :=
  ⨅ ψ : {ψ : Space → ℂ // Admissible ψ}, ((energy α ψ.1 : ℝ) : EReal)

/-- An admissible state whose Pekar energy is lowest among all admissible states. -/
def IsMinimizer (α : ℝ) (ψ : Space → ℂ) : Prop :=
  Admissible ψ ∧ ∀ φ, Admissible φ → energy α ψ ≤ energy α φ
```

## Pointwise powers of the scale

The first lemma squares the real power \(s^{3/2}\), and the second uses it to obtain the factor \(s^3\) in the density.

```lean
/-- The square of the dilation amplitude `s^(3/2)` is `s³`. -/
theorem amplitude_sq {s : ℝ} (hs : 0 < s) : (s ^ (3 / 2 : ℝ)) ^ 2 = s ^ 3 := by
  have h : (3 / 2 : ℝ) * ((2 : ℕ) : ℝ) = ((3 : ℕ) : ℝ) := by norm_num
  rw [← Real.rpow_natCast (s ^ (3 / 2 : ℝ)) 2, ← Real.rpow_mul hs.le, h, Real.rpow_natCast]

/-- The probability density of the dilated state is `s³ |ψ(s x)|²`. -/
theorem norm_sq_dilate {s : ℝ} (hs : 0 < s) (ψ : Space → ℂ) (x : Space) :
    ‖dilate s ψ x‖ ^ 2 = s ^ 3 * ‖ψ (s • x)‖ ^ 2 := by
  unfold dilate
  rw [norm_smul, mul_pow, Real.norm_eq_abs, sq_abs, amplitude_sq hs]
```

For the gradient, `h1` differentiates \(y\mapsto sy\), `h2` is the chain rule, and `h3` includes the amplitude. Squaring each directional derivative then gives \(s^3\cdot s^2=s^5\).

```lean
/-- The squared gradient of the dilated state is `s⁵ |∇ψ|²` taken at `s x`. -/
theorem gradSq_dilate {s : ℝ} (hs : 0 < s) {ψ : Space → ℂ} (hψ : Differentiable ℝ ψ)
    (x : Space) : gradSq (dilate s ψ) x = s ^ 5 * gradSq ψ (s • x) := by
  have h1 : HasFDerivAt (fun y : Space => s • y) (s • ContinuousLinearMap.id ℝ Space) x :=
    (s • ContinuousLinearMap.id ℝ Space).hasFDerivAt
  -- chain rule
  have h2 : HasFDerivAt (fun y : Space => ψ (s • y))
      ((fderiv ℝ ψ (s • x)).comp (s • ContinuousLinearMap.id ℝ Space)) x :=
    HasFDerivAt.comp (f := fun y : Space => s • y) x (hψ (s • x)).hasFDerivAt h1
  have h3 : HasFDerivAt (dilate s ψ) ((s ^ (3 / 2 : ℝ)) •
      ((fderiv ℝ ψ (s • x)).comp (s • ContinuousLinearMap.id ℝ Space))) x :=
    h2.const_smul (s ^ (3 / 2 : ℝ))
  unfold gradSq
  rw [h3.fderiv, Finset.mul_sum]
  refine Finset.sum_congr rfl fun i _ => ?_
  change ‖(s ^ (3 / 2 : ℝ)) •
    (fderiv ℝ ψ (s • x)) (s • (EuclideanSpace.single i 1 : Space))‖ ^ 2 = _
  rw [map_smul, norm_smul, norm_smul, mul_pow, mul_pow, Real.norm_eq_abs, Real.norm_eq_abs,
    sq_abs, sq_abs, amplitude_sq hs]
  ring
```

For the Coulomb integrand, `hd` states \(|sx-sy|=s|x-y|\), and `h7` accounts for the extra power of \(s\).

```lean
/-- The Coulomb integrand of the dilated state is `s⁷` times the original one at scaled points. -/
theorem coulombDensity_dilate {s : ℝ} (hs : 0 < s) (ψ : Space → ℂ) (p : Space × Space) :
    coulombDensity (dilate s ψ) p = s ^ 7 * coulombDensity ψ (s • p) := by
  have hd : ‖s • p.1 - s • p.2‖ = s * ‖p.1 - p.2‖ := by
    rw [← smul_sub, norm_smul, Real.norm_of_nonneg hs.le]
  have h7 : s ^ 7 * s⁻¹ = s ^ 6 := by field_simp
  unfold coulombDensity
  rw [norm_sq_dilate hs, norm_sq_dilate hs, Prod.smul_fst, Prod.smul_snd, hd]
  linear_combination
    (-(‖ψ (s • p.1)‖ ^ 2 * ‖ψ (s • p.2)‖ ^ 2 * ‖p.1 - p.2‖⁻¹)) * h7
```

## Scaled integrals and admissible states

`Measure.integral_comp_smul` performs the substitution \(u=sx\). The dimension is 3 for the kinetic integral and 6 for the Coulomb integral, which leaves \(s^2\) and \(s\).

```lean
/-- Dilation multiplies the kinetic integral by `s²`. -/
theorem kinetic_dilate {s : ℝ} (hs : 0 < s) {ψ : Space → ℂ} (hψ : Differentiable ℝ ψ) :
    kinetic (dilate s ψ) = s ^ 2 * kinetic ψ := by
  have h : s ^ 5 * (s ^ 3)⁻¹ = s ^ 2 := by field_simp
  unfold kinetic
  simp_rw [gradSq_dilate hs hψ]
  rw [integral_const_mul, Measure.integral_comp_smul (μ := volume) (f := gradSq ψ) (R := s),
    finrank_euclideanSpace_fin, abs_of_pos (by positivity), smul_eq_mul, ← mul_assoc, h]

/-- Dilation multiplies the Coulomb self-energy by `s`. -/
theorem coulomb_dilate {s : ℝ} (hs : 0 < s) (ψ : Space → ℂ) :
    coulomb (dilate s ψ) = s * coulomb ψ := by
  have h : s ^ 7 * (s ^ 6)⁻¹ = s := by field_simp
  have hdim : Module.finrank ℝ (Space × Space) = 6 := by simp [Module.finrank_prod]
  unfold coulomb
  simp_rw [coulombDensity_dilate hs ψ]
  rw [integral_const_mul,
    Measure.integral_comp_smul (μ := volume) (f := coulombDensity ψ) (R := s),
    hdim, abs_of_pos (by positivity), smul_eq_mul, ← mul_assoc, h]
```

A dilated state must also be a legitimate trial state. The four fields of the next proof check smoothness, normalization and the two integrability conditions.

```lean
/-- Dilation maps admissible states to admissible states. -/
theorem admissible_dilate {s : ℝ} (hs : 0 < s) {ψ : Space → ℂ} (h : Admissible ψ) :
    Admissible (dilate s ψ) where
  smooth := by
    unfold dilate
    have hlin : ContDiff ℝ 1 (fun x : Space => s • x) :=
      (s • ContinuousLinearMap.id ℝ Space).contDiff
    exact (h.smooth.comp hlin).const_smul (s ^ (3 / 2 : ℝ))
  normalized := by
    have h3 : s ^ 3 * (s ^ 3)⁻¹ = 1 := mul_inv_cancel₀ (by positivity)
    simp_rw [norm_sq_dilate hs ψ]
    rw [integral_const_mul,
      Measure.integral_comp_smul (μ := volume) (f := fun x => ‖ψ x‖ ^ 2) (R := s),
      finrank_euclideanSpace_fin, abs_of_pos (by positivity), smul_eq_mul, h.normalized,
      mul_one, h3]
  finite_kinetic := by
    rw [funext (gradSq_dilate hs (h.smooth.differentiable (by norm_num)))]
    exact (h.finite_kinetic.comp_smul hs.ne').const_mul (s ^ 5)
  finite_coulomb := by
    rw [funext (coulombDensity_dilate hs ψ)]
    exact (h.finite_coulomb.comp_smul hs.ne').const_mul (s ^ 7)
```

## The energy law, minimizers and the virial relation

The statement `key` is the inequality \((b/a)^2E(a)\le E(b)\). Its equation `hE` is the energy identity for the dilation by \(a/b\); `iInf_le` bounds the infimum by the energy of a trial state, and `le_iInf` passes to the infimum over \(\psi\). The two uses of `key` at the end are the two choices of \((a,b)\) made above.

```lean
/-- The Pekar ground-state energy at coupling `α > 0` is `α²` times that at unit coupling. -/
theorem groundEnergy_scaling {α : ℝ} (hα : 0 < α) :
    groundEnergy α = ((α ^ 2 : ℝ) : EReal) * groundEnergy 1 := by
  -- a trial state at coupling b, dilated by a / b, is a trial state at coupling a
  have key : ∀ a b : ℝ, 0 < a → 0 < b →
      (((b / a) ^ 2 : ℝ) : EReal) * groundEnergy a ≤ groundEnergy b := by
    intro a b ha hb
    refine le_iInf fun ψ => ?_
    have hs : 0 < a / b := div_pos ha hb
    have h1 : (b / a) ^ 2 * (a / b) ^ 2 = 1 := by field_simp
    have h2 : (b / a) ^ 2 * (a * (a / b)) = b := by field_simp
    have hE : (b / a) ^ 2 * energy a (dilate (a / b) ψ.1) = energy b ψ.1 := by
      unfold energy
      rw [kinetic_dilate hs (ψ.2.smooth.differentiable (by norm_num)), coulomb_dilate hs]
      linear_combination kinetic ψ.1 * h1 - coulomb ψ.1 * h2
    calc (((b / a) ^ 2 : ℝ) : EReal) * groundEnergy a
        ≤ (((b / a) ^ 2 : ℝ) : EReal) * ((energy a (dilate (a / b) ψ.1) : ℝ) : EReal) :=
          mul_le_mul_of_nonneg_left
            (iInf_le (fun φ : {φ : Space → ℂ // Admissible φ} => ((energy a φ.1 : ℝ) : EReal))
              ⟨_, admissible_dilate hs ψ.2⟩)
            (EReal.coe_nonneg.mpr (sq_nonneg _))
      _ = ((energy b ψ.1 : ℝ) : EReal) := by rw [← EReal.coe_mul, hE]
  apply le_antisymm
  · have hc : α ^ 2 * (1 / α) ^ 2 = 1 := by field_simp
    calc groundEnergy α
        = ((α ^ 2 : ℝ) : EReal) * ((((1 / α) ^ 2 : ℝ) : EReal) * groundEnergy α) := by
          rw [← mul_assoc, ← EReal.coe_mul, hc, EReal.coe_one, one_mul]
      _ ≤ ((α ^ 2 : ℝ) : EReal) * groundEnergy 1 :=
          mul_le_mul_of_nonneg_left (key α 1 hα one_pos) (EReal.coe_nonneg.mpr (sq_nonneg _))
  · have h := key 1 α one_pos hα
    rwa [div_one] at h
```

To transport a minimizer, the proof dilates the competitor `φ` by \(\alpha^{-1}\), applies minimality at unit coupling, and multiplies by \(\alpha^2\). The identity `e` recovers the competitor's energy at coupling \(\alpha\).

```lean
/-- Dilating a minimizer at unit coupling by `α > 0` gives a minimizer at coupling `α`. -/
theorem minimizer_dilate {α : ℝ} (hα : 0 < α) {ψ : Space → ℂ} (h : IsMinimizer 1 ψ) :
    IsMinimizer α (dilate α ψ) := by
  refine ⟨admissible_dilate hα h.1, fun φ hφ => ?_⟩
  have hi : 0 < α⁻¹ := inv_pos.mpr hα
  have h1 : α ^ 2 * α⁻¹ ^ 2 = 1 := by field_simp
  have h2 : α ^ 2 * α⁻¹ = α := by field_simp
  -- compare with the competitor dilated back to unit coupling
  have hle := mul_le_mul_of_nonneg_left (h.2 _ (admissible_dilate hi hφ)) (sq_nonneg α)
  unfold energy at hle ⊢
  rw [kinetic_dilate hi (hφ.smooth.differentiable (by norm_num)), coulomb_dilate hi] at hle
  rw [kinetic_dilate hα (h.1.smooth.differentiable (by norm_num)), coulomb_dilate hα]
  have e : α ^ 2 * (α⁻¹ ^ 2 * kinetic φ - 1 * (α⁻¹ * coulomb φ))
      = kinetic φ - α * coulomb φ := by
    linear_combination kinetic φ * h1 - coulomb φ * h2
  rw [e] at hle
  linarith
```

The virial relation is stated for minimizers of this functional, not for time averages or general stationary states. It needs no sign condition on \(\alpha\), but a minimizer can exist only for \(\alpha>0\): every admissible state has \(T>0\) and \(W>0\), so the relation rules out a minimizer when \(\alpha\le 0\). Here `hmin` says that \(f\) has a local minimum at \(s=1\), `hder` computes \(f'(1)\), and the last line sets that derivative to zero.

```lean
/-- Virial theorem: every minimizer of the Pekar functional satisfies `2 T = α W`. -/
theorem virial {α : ℝ} {ψ : Space → ℂ} (h : IsMinimizer α ψ) :
    2 * kinetic ψ = α * coulomb ψ := by
  -- the energy along the dilation orbit is lowest at s = 1
  have hmin : IsLocalMin (fun s : ℝ => s ^ 2 * kinetic ψ - α * (s * coulomb ψ)) 1 := by
    filter_upwards [Ioi_mem_nhds (zero_lt_one' ℝ)] with s hs
    have hle := h.2 _ (admissible_dilate hs h.1)
    unfold energy at hle
    rw [kinetic_dilate hs (h.1.smooth.differentiable (by norm_num)), coulomb_dilate hs] at hle
    simpa only [one_pow, one_mul] using hle
  have hder : HasDerivAt (fun s : ℝ => s ^ 2 * kinetic ψ - α * (s * coulomb ψ))
      (2 * kinetic ψ - α * coulomb ψ) 1 :=
    (((hasDerivAt_pow 2 (1 : ℝ)).mul_const (kinetic ψ)).fun_sub
      (((hasDerivAt_id' (1 : ℝ)).mul_const (coulomb ψ)).const_mul α)).congr_deriv (by norm_num)
  linarith [hmin.hasDerivAt_eq_zero hder]

end

end PekarPolaron
```

```lean
#print axioms PekarPolaron.groundEnergy_scaling
#print axioms PekarPolaron.minimizer_dilate
#print axioms PekarPolaron.virial
```

```
'PekarPolaron.groundEnergy_scaling' depends on axioms: [propext, Classical.choice, Quot.sound]
'PekarPolaron.minimizer_dilate' depends on axioms: [propext, Classical.choice, Quot.sound]
'PekarPolaron.virial' depends on axioms: [propext, Classical.choice, Quot.sound]
```
